# The ratio of (2n−1)!! to (2n/e)^n tends to √2

The theorem `tendsto_ratio` says that the double factorial (2n−1)!!, divided by (2n/e)^n, tends to √2 as the natural number n grows. It is a purely mathematical limit: the statement contains no physical system and needs no physical assumption. The proof starts from Stirling's formula in the form S(n) → √π, where S(n) = n!/(√(2n) (n/e)^n). Since 2n also goes to infinity, S(2n) has the same limit, so √2 S(2n)/S(n) tends to √2. For n ≥ 1 the preceding theorem makes this expression equal to the ratio in question, which carries the limit over.

In Lean, a first try:

```lean
import Mathlib

open Filter Topology
open scoped Nat

namespace TendstoRatio

/-- The elementary estimate `(2n/e)^n` of the double factorial `(2n-1)!!`. -/
noncomputable def stirlingScale (n : ℕ) : ℝ := (2 * n / Real.exp 1) ^ n

/-- With `S(n) = n!/(√(2n) (n/e)^n)`, for `n ≥ 1` the double factorial is
`(2n-1)!! = √2 (2n/e)^n S(2n)/S(n)`. -/
theorem doubleFactorial_eq_stirling (n : ℕ) (hn : 1 ≤ n) :
    (((2 * n - 1)‼ : ℕ) : ℝ) = √2 * stirlingScale n *
      (Stirling.stirlingSeq (2 * n) / Stirling.stirlingSeq n) := by
  have hn' : 0 < n := hn
  have hf : (((2 * n)! : ℕ) : ℝ) = 2 ^ n * (n ! : ℝ) * (((2 * n - 1)‼ : ℕ) : ℝ) := by
    have h := Nat.factorial_eq_mul_doubleFactorial (2 * n - 1)
    rw [show 2 * n - 1 + 1 = 2 * n by omega, Nat.doubleFactorial_two_mul] at h
    exact_mod_cast h
  have hq : (((2 * n : ℕ) : ℝ) / Real.exp 1) ^ (2 * n)
      = (2 ^ n * ((n : ℝ) / Real.exp 1) ^ n) ^ 2 := by
    rw [pow_mul', Nat.cast_mul, Nat.cast_ofNat, mul_div_assoc, mul_pow]
  have hs : √(2 * ((2 * n : ℕ) : ℝ)) = √2 * √(2 * (n : ℝ)) := by
    rw [Nat.cast_mul, Nat.cast_ofNat, Real.sqrt_mul (by norm_num)]
  have key : ∀ D P q s F r : ℝ, 0 < P → 0 < q → 0 < s → 0 < F → 0 < r →
      D = r * (P * q) * (P * F * D / (r * s * (P * q) ^ 2) / (F / (s * q))) := by
    intro D P q s F r hP hq hs hF hr
    field_simp
  rw [Stirling.stirlingSeq, Stirling.stirlingSeq, hf, hq, hs, stirlingScale,
    mul_div_assoc, mul_pow]
  exact key _ _ _ _ _ _ (by positivity) (by positivity) (by positivity) (by positivity)
    (by positivity)

/-- The ratio of `(2n-1)!!` to `(2n/e)^n` tends to `√2` as `n` grows. -/
theorem tendsto_ratio :
    Tendsto (fun n : ℕ => (((2 * n - 1)‼ : ℕ) : ℝ) / stirlingScale n) atTop (𝓝 (√2)) := by
  have h := Stirling.tendsto_stirlingSeq_sqrt_pi
  have hd : Tendsto (fun n : ℕ => 2 * n) atTop atTop :=
    tendsto_atTop_mono (fun n => by omega) tendsto_id
  have hne : √Real.pi ≠ 0 := (Real.sqrt_pos.2 Real.pi_pos).ne'
  have h3 : Tendsto (fun n : ℕ => √2 *
      (Stirling.stirlingSeq (2 * n) / Stirling.stirlingSeq n)) atTop
      (𝓝 (√2 * (√Real.pi / √Real.pi))) := ((h.comp hd).div h hne).const_mul _
  rw [div_self hne, mul_one] at h3
  refine h3.congr' ?_
  filter_upwards [eventually_ge_atTop 1] with n hn
  have hn' : 0 < n := hn
  have hp : 0 < stirlingScale n := by unfold stirlingScale; positivity
  rw [eq_div_iff hp.ne', doubleFactorial_eq_stirling n hn]
  ring

end TendstoRatio
```

Messages:

```
Main.lean:40:36: error: omega could not prove the goal:
a possible counterexample may satisfy the constraints
  b ≥ 0
  a ≥ 0
  a - 2*b ≥ 1
where
 a := ↑(id n)
 b := ↑n
```

Cause. The error is in the step showing that 2n goes to infinity. There `tendsto_atTop_mono` compares 2n with a smaller function already known to go to infinity, and `tendsto_id` supplies the identity function `id` as that smaller function. The inequality left for `omega` is therefore `id n ≤ 2 * n`.

`omega` does linear arithmetic and does not unfold `id`. The message shows it treating `id n` as an unknown `a`, unrelated to `b`, which stands for `n`. Nothing then rules out `a` being greater than `2*b`, and this is the possible counterexample it reports.

The repair uses `show` to state the inequality as `n ≤ 2 * n`, without `id`, and `omega` proves that at once. Lean accepts the result where the comparison with `id` is needed, because `id n` and `n` are equal by definition.

Lean accepts the file once it reads:

```diff
@@ -38,5 +38,5 @@
   have h := Stirling.tendsto_stirlingSeq_sqrt_pi
   have hd : Tendsto (fun n : ℕ => 2 * n) atTop atTop :=
-    tendsto_atTop_mono (fun n => by omega) tendsto_id
+    tendsto_atTop_mono (fun n => (show n ≤ 2 * n by omega)) tendsto_id
   have hne : √Real.pi ≠ 0 := (Real.sqrt_pos.2 Real.pi_pos).ne'
   have h3 : Tendsto (fun n : ℕ => √2 *
```
